# Symmetric exchange of occupied sites between two configurations of nonzero amplitude in a Slater determinant

Let $A$ be an $M\times N$ matrix whose entry $A_{xk}$ is the value of orbital $k$ at site $x$, and let the amplitude of a set $S$ of $N$ occupied sites be the determinant of the rows of $A$ in $S$, taken in increasing order. If two configurations $S$ and $T$ both occur in the Slater determinant, can a particle at a given site of $S$ trade places with one of $T$ so that both new configurations occur as well?

```lean
import Mathlib

open Matrix

namespace SlaterExchange

variable {K : Type*} [Field K] {M N : ℕ}

/-- The amplitude of the configuration `S` in the Slater determinant with orbital matrix `A`
(rows are sites, columns are orbitals): the minor on the rows in `S`, taken in increasing order,
and zero if `S` does not consist of `N` sites. -/
noncomputable def amplitude (A : Matrix (Fin M) (Fin N) K) (S : Finset (Fin M)) : K :=
  if h : S.card = N then (A.submatrix (S.orderEmbOfFin h) id).det else 0

/-- A configuration with nonzero amplitude has exactly `N` occupied sites. -/
theorem card_of_amplitude_ne_zero {A : Matrix (Fin M) (Fin N) K} {S : Finset (Fin M)}
    (hS : amplitude A S ≠ 0) : S.card = N := by
  by_contra h
  exact hS (dif_neg h)

/-- Pauli exclusion: if the determinant for particles at sites `s 0, s 1, ...` is nonzero,
then no two particles share a site. -/
theorem injective_of_det_ne_zero {A : Matrix (Fin M) (Fin N) K} {s : Fin N → Fin M}
    (hs : (A.submatrix s id).det ≠ 0) : Function.Injective s := by
  intro c d h
  by_contra hcd
  refine hs (Matrix.det_zero_of_row_eq hcd (funext fun k => ?_))
  show A (s c) k = A (s d) k
  rw [h]

/-- A configuration has nonzero amplitude exactly when its sites can be listed, in some order,
so that the determinant of the listed rows is nonzero. -/
theorem amplitude_ne_zero_iff (A : Matrix (Fin M) (Fin N) K) (S : Finset (Fin M)) :
    amplitude A S ≠ 0 ↔
      ∃ s : Fin N → Fin M, Finset.univ.image s = S ∧ (A.submatrix s id).det ≠ 0 := by
  constructor
  · intro h
    have hc := card_of_amplitude_ne_zero h
    refine ⟨S.orderEmbOfFin hc, ?_, ?_⟩
    · apply Finset.coe_injective
      rw [Finset.coe_image, Finset.coe_univ, Set.image_univ, Finset.range_orderEmbOfFin]
    · rwa [amplitude, dif_pos hc] at h
  · rintro ⟨s, rfl, hs⟩
    have hinj := injective_of_det_ne_zero hs
    have hc : (Finset.univ.image s).card = N := by
      rw [Finset.card_image_of_injective _ hinj, Finset.card_univ, Fintype.card_fin]
    rw [amplitude, dif_pos hc]
    -- the given list is a permutation of the increasing one
    have hmem : ∀ k, ∃ l, (Finset.univ.image s).orderEmbOfFin hc l = s k := by
      intro k
      have hk : s k ∈ Set.range ((Finset.univ.image s).orderEmbOfFin hc) := by
        rw [Finset.range_orderEmbOfFin]
        exact Finset.mem_coe.2 (Finset.mem_image_of_mem s (Finset.mem_univ k))
      exact hk
    choose σ hσ using hmem
    have hσi : Function.Injective σ := fun c d h =>
      hinj ((hσ c).symm.trans ((congrArg _ h).trans (hσ d)))
    let τ : Equiv.Perm (Fin N) := Equiv.ofBijective σ (Finite.injective_iff_bijective.1 hσi)
    have hperm : A.submatrix s id =
        (A.submatrix ((Finset.univ.image s).orderEmbOfFin hc) id).submatrix τ id := by
      ext c k
      show A (s c) k = A ((Finset.univ.image s).orderEmbOfFin hc (σ c)) k
      rw [hσ]
    intro h0
    apply hs
    rw [hperm, Matrix.det_permute, h0, mul_zero]

/-- Plücker exchange identity: a product of two determinants is the sum over all ways of
swapping a fixed row `a` of the first with a row `b` of the second. -/
theorem plucker_exchange {R : Type*} [CommRing R] (B C : Matrix (Fin N) (Fin N) R)
    (a : Fin N) :
    B.det * C.det = ∑ b, (B.updateRow a (C b)).det * (C.updateRow b (B a)).det := by
  -- Cramer's rule expands row `a` of `B` in the rows of `C`
  have hC : ∑ b, (C.updateRow b (B a)).det • C b = C.det • B a := by
    have h := Matrix.mulVec_cramer Cᵀ (B a)
    rw [Matrix.det_transpose] at h
    rw [← h]
    ext k
    simp [Matrix.mulVec, dotProduct, Matrix.cramer_transpose_apply, Finset.sum_apply, mul_comm]
  -- insert the expansion into row `a` of `B`
  have hsmul : ∀ (c : R) (v : Fin N → R),
      Matrix.cramer Bᵀ (c • v) a = c * (B.updateRow a v).det := by
    intro c v
    rw [map_smul, Pi.smul_apply, smul_eq_mul, Matrix.cramer_transpose_apply]
  have hsum : ∀ (x : Fin N → R) (v : Fin N → Fin N → R),
      Matrix.cramer Bᵀ (∑ b, x b • v b) a = ∑ b, x b * (B.updateRow a (v b)).det := by
    intro x v
    rw [map_sum, Finset.sum_apply]
    exact Finset.sum_congr rfl fun b _ => hsmul _ _
  have hB : Matrix.cramer Bᵀ (C.det • B a) a = C.det * B.det :=
    (hsmul _ (B a)).trans (by rw [Matrix.updateRow_eq_self])
  have h := (hsum (fun b => (C.updateRow b (B a)).det) C).symm.trans
    ((congrArg (fun v => Matrix.cramer Bᵀ v a) hC).trans hB)
  exact (mul_comm _ _).trans
    (h.symm.trans (Finset.sum_congr rfl fun b _ => mul_comm _ _))

/-- If the particles sit on distinct sites, moving particle `a` to site `j` removes its old site
from the configuration and adds `j`. -/
theorem image_update {s : Fin N → Fin M} (hs : Function.Injective s) (a : Fin N) (j : Fin M) :
    Finset.univ.image (Function.update s a j) =
      insert j ((Finset.univ.image s).erase (s a)) := by
  ext x
  simp only [Finset.mem_image, Finset.mem_univ, true_and, Finset.mem_insert, Finset.mem_erase]
  constructor
  · rintro ⟨c, rfl⟩
    by_cases h : c = a
    · left
      rw [h, Function.update_self]
    · right
      rw [Function.update_of_ne h]
      exact ⟨fun e => h (hs e), c, rfl⟩
  · rintro (rfl | ⟨hx, c, rfl⟩)
    · exact ⟨a, Function.update_self _ _ _⟩
    · exact ⟨c, Function.update_of_ne (fun h => hx (by rw [h])) _ _⟩

/-- Moving particle `a` to site `j` replaces row `a` of the Slater matrix by row `j` of the
orbital matrix. -/
theorem submatrix_update {R : Type*} (A : Matrix (Fin M) (Fin N) R) (s : Fin N → Fin M)
    (a : Fin N) (j : Fin M) :
    A.submatrix (Function.update s a j) id = (A.submatrix s id).updateRow a (A j) := by
  ext c k
  by_cases h : c = a
  · subst h
    simp
  · simp [Matrix.updateRow_apply, h]

/-- Symmetric exchange: if `S` and `T` have nonzero amplitude, each site `i` occupied only in `S`
can be swapped with some site `j` occupied only in `T` so that both new configurations have
nonzero amplitude. -/
theorem symmetric_exchange (A : Matrix (Fin M) (Fin N) K) {S T : Finset (Fin M)}
    (hS : amplitude A S ≠ 0) (hT : amplitude A T ≠ 0) {i : Fin M} (hi : i ∈ S \ T) :
    ∃ j ∈ T \ S, amplitude A (insert j (S.erase i)) ≠ 0 ∧
      amplitude A (insert i (T.erase j)) ≠ 0 := by
  obtain ⟨s, rfl, hs⟩ := (amplitude_ne_zero_iff A S).1 hS
  obtain ⟨t, rfl, ht⟩ := (amplitude_ne_zero_iff A T).1 hT
  obtain ⟨hiS, hiT⟩ := Finset.mem_sdiff.1 hi
  obtain ⟨a, -, rfl⟩ := Finset.mem_image.1 hiS
  -- some term of the exchange identity survives
  have hne := mul_ne_zero hs ht
  rw [plucker_exchange _ _ a] at hne
  obtain ⟨b, -, hb⟩ := Finset.exists_ne_zero_of_sum_ne_zero hne
  have h1 : (A.submatrix (Function.update s a (t b)) id).det ≠ 0 := by
    rw [submatrix_update]
    exact left_ne_zero_of_mul hb
  have h2 : (A.submatrix (Function.update t b (s a)) id).det ≠ 0 := by
    rw [submatrix_update]
    exact right_ne_zero_of_mul hb
  have htb : t b ∈ Finset.univ.image t := Finset.mem_image_of_mem t (Finset.mem_univ b)
  refine ⟨t b, Finset.mem_sdiff.2 ⟨htb, fun hmem => ?_⟩, ?_, ?_⟩
  · -- an already occupied site would give two equal rows
    obtain ⟨c, -, hc⟩ := Finset.mem_image.1 hmem
    have hca : c ≠ a := by
      rintro rfl
      exact hiT (hc ▸ htb)
    apply hca
    apply injective_of_det_ne_zero h1
    rw [Function.update_of_ne hca, Function.update_self, hc]
  · exact (amplitude_ne_zero_iff A _).2 ⟨_, image_update (injective_of_det_ne_zero hs) a _, h1⟩
  · exact (amplitude_ne_zero_iff A _).2 ⟨_, image_update (injective_of_det_ne_zero ht) b _, h2⟩

/-- A single-particle hop from `S` to `S'`: one particle moves from an occupied to an empty site,
and the new configuration has nonzero amplitude. -/
def Hop (A : Matrix (Fin M) (Fin N) K) (S S' : Finset (Fin M)) : Prop :=
  ∃ i ∈ S, ∃ j ∉ S, S' = insert j (S.erase i) ∧ amplitude A S' ≠ 0

/-- Any two configurations of nonzero amplitude are joined by a finite chain of single-particle
hops through configurations of nonzero amplitude. -/
theorem hop_connected (A : Matrix (Fin M) (Fin N) K) {S T : Finset (Fin M)}
    (hS : amplitude A S ≠ 0) (hT : amplitude A T ≠ 0) :
    Relation.ReflTransGen (Hop A) T S := by
  induction h : (S \ T).card generalizing T with
  | zero =>
    have hsub : S ⊆ T := Finset.sdiff_eq_empty_iff_subset.1 (Finset.card_eq_zero.1 h)
    have hST : S = T := Finset.eq_of_subset_of_card_le hsub
      (by rw [card_of_amplitude_ne_zero hS, card_of_amplitude_ne_zero hT])
    rw [hST]
  | succ n ih =>
    obtain ⟨i, hi⟩ : (S \ T).Nonempty := Finset.card_pos.1 (by omega)
    obtain ⟨j, hj, -, hT'⟩ := symmetric_exchange A hS hT hi
    obtain ⟨hjT, hjS⟩ := Finset.mem_sdiff.1 hj
    -- the hop from `j` to `i` brings `T` one site closer to `S`
    have hset : S \ insert i (T.erase j) = (S \ T).erase i := by
      ext x
      simp only [Finset.mem_sdiff, Finset.mem_insert, Finset.mem_erase]
      by_cases hx : x = j
      · subst hx
        tauto
      · tauto
    refine Relation.ReflTransGen.head
      ⟨j, hjT, i, (Finset.mem_sdiff.1 hi).2, rfl, hT'⟩ (ih hT' ?_)
    rw [hset, Finset.card_erase_of_mem hi, h]
    omega

/-- Two orbitals on four sites, the first spread over sites 0 and 2, the second over
sites 1 and 3. -/
def twoBonds : Matrix (Fin 4) (Fin 2) ℚ := !![1, 0; 0, 1; 1, 0; 0, 1]

/-- The exchange partner cannot be chosen freely: for `twoBonds` the configurations `{0, 1}` and
`{2, 3}` have nonzero amplitude, but replacing site 0 by site 3 in the first gives zero. -/
theorem partner_not_arbitrary :
    amplitude twoBonds {0, 1} ≠ 0 ∧ amplitude twoBonds {2, 3} ≠ 0 ∧
      amplitude twoBonds (insert 3 (({0, 1} : Finset (Fin 4)).erase 0)) = 0 := by
  refine ⟨(amplitude_ne_zero_iff _ _).2 ⟨![0, 1], by decide, ?_⟩,
    (amplitude_ne_zero_iff _ _).2 ⟨![2, 3], by decide, ?_⟩, ?_⟩
  · rw [Matrix.det_fin_two]
    show twoBonds 0 0 * twoBonds 1 1 - twoBonds 0 1 * twoBonds 1 0 ≠ 0
    simp [twoBonds]
  · rw [Matrix.det_fin_two]
    show twoBonds 2 0 * twoBonds 3 1 - twoBonds 2 1 * twoBonds 3 0 ≠ 0
    simp [twoBonds]
  · by_contra h
    obtain ⟨s, hs, hdet⟩ := (amplitude_ne_zero_iff _ _).1 h
    have h1 : (1 : Fin 4) ∈ Finset.univ.image s := by rw [hs]; decide
    have h3 : (3 : Fin 4) ∈ Finset.univ.image s := by rw [hs]; decide
    obtain ⟨c, -, hc⟩ := Finset.mem_image.1 h1
    obtain ⟨d, -, hd⟩ := Finset.mem_image.1 h3
    have hcd : c ≠ d := by
      intro e
      rw [e, hd] at hc
      exact absurd hc (by decide)
    -- sites 1 and 3 carry the same row
    refine hdet (Matrix.det_zero_of_row_eq hcd (funext fun k => ?_))
    show twoBonds (s c) k = twoBonds (s d) k
    rw [hc, hd]
    fin_cases k <;> simp [twoBonds]

end SlaterExchange
```

```lean
#print axioms SlaterExchange.symmetric_exchange
#print axioms SlaterExchange.hop_connected
#print axioms SlaterExchange.partner_not_arbitrary
```

```
'SlaterExchange.symmetric_exchange' depends on axioms: [propext, Classical.choice, Quot.sound]
'SlaterExchange.hop_connected' depends on axioms: [propext, Classical.choice, Quot.sound]
'SlaterExchange.partner_not_arbitrary' depends on axioms: [propext, Classical.choice, Quot.sound]
```

## What is exchanged, and what is guaranteed

The theorem `symmetric_exchange` answers yes. Suppose $S$ and $T$ have nonzero amplitude and $i$ is occupied in $S$ but not in $T$. Then some $j$, occupied in $T$ but not in $S$, makes the amplitudes of $(S\setminus\{i\})\cup\{j\}$ and $(T\setminus\{j\})\cup\{i\}$ both nonzero. In Lean these sets are `insert j (S.erase i)` and `insert i (T.erase j)`.

Sites are elements of `Fin M` and orbitals elements of `Fin N`, both numbered from 0. A configuration is a `Finset (Fin M)`, and `amplitude` assigns zero to any set that does not hold exactly $N$ sites. The entries lie in an arbitrary field $K$; for quantum mechanics one takes $K=\mathbb C$. A row may equally well stand for a member $x$ of an orthonormal basis of spin-orbitals, with $A_{xk}$ the coefficient of orbital $k$ on it.

The amplitude is unnormalised, and the orbitals need not be orthogonal. For complex $A$ with linearly independent columns, the normalised coefficient is the minor divided by $\sqrt{\det(A^\dagger A)}$, which does not affect whether it vanishes. No Fock space is constructed: that this minor is the coefficient of the occupation state $|S\rangle$ is the usual expansion of a Slater determinant, built into the definition.

The theorem `hop_connected` adds that any two configurations of nonzero amplitude are joined by a finite, possibly empty, chain of single-particle moves through configurations of nonzero amplitude. `Hop` allows a move to any empty site, however distant, whether or not a given lattice Hamiltonian has a hopping term between the two sites. Both results concern a single determinant in a finite basis, not a correlated sum of determinants.

## One determinant identity gives both swaps

List the sites of $S$ as $s(0),\dots,s(N-1)$ and those of $T$ as $t(0),\dots,t(N-1)$. Let $B$ and $C$ be the square matrices with rows $B_c=A_{s(c)}$ and $C_c=A_{t(c)}$, and write $B[a\leftarrow v]$ for $B$ with row $a$ replaced by $v$. Choose $a$ with $s(a)=i$.

Since $\det C\neq0$, the rows of $C$ form a basis, and $B_a=\sum_b x_b C_b$. Putting this sum into row $b$ of $C$ leaves only the term with $C_b$, because every other term repeats a row. Hence $\det C[b\leftarrow B_a]=x_b\det C$, which is Cramer's rule:

$$\det C\; B_a=\sum_b \det C[b\leftarrow B_a]\; C_b .$$

Now put both sides into row $a$ of $B$ and use linearity of the determinant in that row:

$$\det B\,\det C=\sum_b \det B[a\leftarrow C_b]\;\det C[b\leftarrow B_a].$$

The left side is nonzero, so some term on the right is nonzero, and so are both of its factors. Set $j=t(b)$. The first factor belongs to $S$ with $i$ replaced by $j$, the second to $T$ with $j$ replaced by $i$.

It remains to see that $j\notin S$. If $j=s(c)$, then $c\neq a$, because $j\in T$ and $i\notin T$. Rows $a$ and $c$ of $B[a\leftarrow C_b]$ would then be equal and its determinant would vanish, a contradiction.

In Lean, `plucker_exchange` is the displayed product identity, the one-row case of the Plücker relations. It holds over any commutative ring, even for singular $C$, because `Matrix.mulVec_cramer` supplies the expansion without division.

The other lemmas translate between lists and sets:

- `card_of_amplitude_ne_zero` recovers the particle number, and `injective_of_det_ne_zero` is Pauli exclusion.
- `amplitude_ne_zero_iff` allows the sites to be listed in any order, since a permutation changes only the sign.
- `submatrix_update` and `image_update` say what moving one particle does to the matrix and to the set.

In `symmetric_exchange`, `Finset.exists_ne_zero_of_sum_ne_zero` picks the surviving term, and `h1` and `h2` state that its two factors are nonzero.

## From one swap to a chain

The chain follows by induction on $|S\setminus T|$. If this number is zero, then $S\subseteq T$, and equal particle numbers give $S=T$. Otherwise choose $i\in S\setminus T$, take its partner $j$, and move the particle of $T$ from $j$ to $i$. The new configuration $T'$ has nonzero amplitude, and since $j\notin S$,

$$S\setminus T'=(S\setminus T)\setminus\{i\}.$$

One difference has gone. This equality is `hset` in the proof, and `Relation.ReflTransGen.head` puts the hop in front of the chain given by the induction hypothesis.

## Two bonds on four sites

The matrix `twoBonds` has one orbital spread over sites 0 and 2 and another over sites 1 and 3. After normalisation, $\{0,1\}$ and $\{2,3\}$ each have amplitude $1/2$. Replacing site 0 by site 3 in the first gives $\{1,3\}$, whose two rows are equal, so its amplitude is zero; this is `partner_not_arbitrary`. The partner that works for site 0 is site 2: $\{1,2\}$ and $\{0,3\}$ have amplitudes $-1/2$ and $1/2$.

## Single-particle moves in Monte Carlo sampling

Suppose that the trial state in variational Monte Carlo is a single Slater determinant without a Jastrow or other correlation factor. Configurations are then drawn with probability proportional to $|\det B|^2$. A proposed move of particle $a$ to an empty site $j$ is accepted or rejected according to the squared modulus of

$$\frac{\det B[a\leftarrow A_j]}{\det B}=\sum_k A_{jk}\,(B^{-1})_{ka}.$$

For `twoBonds` at $\{0,1\}$, $B$ is the identity. Moving the particle at site 0 to site 2 gives ratio 1, and moving it to site 3 gives ratio 0. When moves to every empty site are proposed, `hop_connected` means that zeros of the determinant cannot cut the sampled configurations into separate parts. With nearest-neighbour moves on the open chain 0–1–2–3 they can: the only move from $\{0,1\}$ leads to $\{0,2\}$, which has amplitude zero.
